# Summing the Debye–Hückel ring series at a momentum above the screening wavenumber

In the Debye–Hückel treatment of screening, rings with two or more interaction lines are summed at each momentum. The lemma does this at one fixed momentum q above the screening wavenumber κ > 0: with x = κ²/q², the series of terms −(−x)ⁿ/n over n ≥ 2 converges to log(1 + x) − x. The terms are given by formula, not derived from a model of the plasma, and there is no integration over q. The proof takes Mathlib's logarithmic series at −x, which is allowed because |−x| < 1, changes its sign and removes the one-line term; it then shows that the terms and the sum agree with those in the statement.

In Lean, a first try:

```lean
import Mathlib

open MeasureTheory Set Filter Topology
open scoped Real

namespace DebyeHueckelRingSum

noncomputable section

/-- The summed ring contribution at momentum `q` for screening wavenumber `κ`. -/
def ringTerm (κ q : ℝ) : ℝ := Real.log (1 + κ ^ 2 / q ^ 2) - κ ^ 2 / q ^ 2

/-- For momenta above `κ`, the ring term is the sum of the rings with two or more
interaction lines. -/
theorem ringTerm_hasSum {κ q : ℝ} (hκ : 0 < κ) (hq : κ < q) :
    HasSum (fun m : ℕ => -((-(κ ^ 2 / q ^ 2)) ^ (m + 2) / ((m : ℝ) + 2))) (ringTerm κ q) := by
  have hq0 : 0 < q := hκ.trans hq
  have hx : |-(κ ^ 2 / q ^ 2)| < 1 := by
    rw [abs_neg, abs_of_pos (by positivity), div_lt_one (by positivity)]
    nlinarith
  -- remove the one-line term from the logarithmic series
  have h := (hasSum_nat_add_iff' 1).mpr (Real.hasSum_pow_div_log_of_abs_lt_one hx).neg
  have ef : (fun m : ℕ => -((-(κ ^ 2 / q ^ 2)) ^ (m + 2) / ((m : ℝ) + 2))) =
      fun m : ℕ => -((-(κ ^ 2 / q ^ 2)) ^ (m + 1 + 1) / (((m + 1 : ℕ) : ℝ) + 1)) := by
    funext m
    push_cast
    ring
  have ev : ringTerm κ q = - -Real.log (1 - -(κ ^ 2 / q ^ 2)) -
      ∑ i ∈ Finset.range 1, -((-(κ ^ 2 / q ^ 2)) ^ (i + 1) / ((i : ℝ) + 1)) := by
    simp only [ringTerm, Finset.sum_range_one, sub_neg_eq_add, neg_neg, zero_add, pow_one,
      Nat.cast_zero, div_one]
    ring
  rw [ef, ev]
  exact h

end

end DebyeHueckelRingSum
```

Messages:

```
Main.lean:32:4: error: No goals to be solved
```

Cause. The error "No goals to be solved" points to the `ring` at the end of the proof of `ev`, the equation that matches `ringTerm κ q` with the value left once the one-line term is removed. The `simp only` before it had already finished that proof.

Unfolding `ringTerm` turns the left side into log(1 + x) − x, where x = κ²/q². On the right, the double minus before the logarithm cancels and 1 − (−x) becomes 1 + x. The sum over `Finset.range 1` reduces to its single term, at i = 0, which simplifies to x. Both sides are then the same expression, so `simp only` closes the goal by reflexivity, and `ring` fails because it has nothing left to prove.

The diff deletes that `ring`. The identity was correct and its proof was already complete, so nothing is needed in its place.

Fix (accepted with no message):

```diff
@@ -30,5 +30,4 @@
     simp only [ringTerm, Finset.sum_range_one, sub_neg_eq_add, neg_neg, zero_add, pow_one,
       Nat.cast_zero, div_one]
-    ring
   rw [ef, ev]
   exact h
```
